# A projector invariant under site-preserving time reversal has zero local Chern marker on every site

Take three sites, numbered 0, 1, 2, with one orbital each. Let $P=1-uu^{T}$ with $u=(1,1,1)/\sqrt3$, a real projector of rank two. For coordinates choose $X=\mathrm{diag}(1,0,0)$ and $Y=\mathrm{diag}(0,1,0)$. Then $PXP=aa^{T}$ and $PYP=bb^{T}$, where
$$a=\tfrac13(2,-1,-1),\qquad b=\tfrac13(-1,2,-1),\qquad a\cdot b=-\tfrac13 ,$$
and the commutator is
$$[PXP,PYP]=(a\cdot b)\,(ab^{T}-ba^{T})=-\frac19\begin{pmatrix}0&1&-1\\-1&0&1\\1&-1&0\end{pmatrix}.$$

The projected coordinates do not commute, yet every diagonal element of the commutator is zero. The commutator of two Hermitian matrices is anti-Hermitian, so its diagonal is imaginary. Here everything is real, so the diagonal is real as well, and it must vanish.

The local Chern marker is $2\pi i$ times this diagonal, summed over the orbitals of a site. Time-reversal symmetry generalises the reality of $P$ to $P=V\bar PV^\dagger$, where the bar is entrywise complex conjugation and $V$ is a unitary that does not mix sites. The same argument then applies site by site, and it never uses translation symmetry, so disorder is allowed.

## Orbitals, sites and positions

```lean
import Mathlib

open Matrix

namespace TimeReversalChernMarker

noncomputable section

variable {n S : Type*} [Fintype n] [DecidableEq n] [DecidableEq S]
```

The type `n` is the finite set of orbitals, taken to be orthonormal, and `S` is the set of site labels. Operators are matrices indexed by orbitals, so the setting is a finite, single-particle model.

```lean
/-- The position operator of a real coordinate `x` that depends only on the site of an orbital. -/
def position (site : n → S) (x : S → ℝ) : Matrix n n ℂ :=
  diagonal fun i => (x (site i) : ℂ)
```

The function `site` sends each orbital to its site, and `x` gives each site a real coordinate. The definition is the diagonal matrix $X_{ii}=x(\mathrm{site}(i))$. All orbitals of a site share one position, and position has no matrix elements between different orbitals; this is the usual tight-binding idealisation.

```lean
/-- The matrix `V` acts within sites: it has no element between orbitals of different sites. -/
def WithinSites (site : n → S) (V : Matrix n n ℂ) : Prop :=
  ∀ i j, site i ≠ site j → V i j = 0
```

This is a condition on $V$: if orbitals $i$ and $j$ sit on different sites, then $V_{ij}=0$. Physically, time reversal may rotate spin or mix orbitals on a site, but it moves nothing in space.

```lean
/-- The time-reversed operator `V conj(A) V†`. -/
def timeReverse (V A : Matrix n n ℂ) : Matrix n n ℂ :=
  V * A.map (starRingEnd ℂ) * Vᴴ
```

In ordinary notation this is $\Theta(A)=V\bar AV^\dagger$. The expression `A.map (starRingEnd ℂ)` conjugates each element, and `ᴴ` is the Hermitian adjoint. For spin one-half and real spatial orbitals, $V$ acts as $i\sigma_y$ on the spin of each orbital. No condition is placed on $V\bar V$, so time reversal may square to $+1$ or to $-1$.

## The marker as a formula

```lean
/-- The sum of the diagonal elements of `A` over the orbitals of site `r`. -/
def siteSum (site : n → S) (r : S) (A : Matrix n n ℂ) : ℂ :=
  ∑ i with site i = r, A i i
```

This is $S_r(A)=\sum_{i:\,\mathrm{site}(i)=r}A_{ii}$.

```lean
/-- The commutator `[PXP, PYP]` of the projected coordinates. -/
def projectedCommutator (P X Y : Matrix n n ℂ) : Matrix n n ℂ :=
  (P * X * P) * (P * Y * P) - (P * Y * P) * (P * X * P)
```

This is $K=[PXP,PYP]$, written out as a difference of products.

```lean
/-- The local Chern marker of site `r`: `2πi` times the site-summed diagonal of `[PXP, PYP]`. -/
def chernMarker (site : n → S) (x y : S → ℝ) (P : Matrix n n ℂ) (r : S) : ℂ :=
  2 * Real.pi * Complex.I *
    siteSum site r (projectedCommutator P (position site x) (position site y))
```

The marker is $C_r(P)=2\pi i\,S_r(K)$. This fixes the sign convention, and there is no division by a cell area. In a finite system the markers add up to zero for any $P$, because a commutator has zero trace; the interest lies in their values on individual sites.

## Time reversal respects products and positions

```lean
/-- For unitary `V`, time reversal of a product is the product of the time-reversed operators. -/
theorem timeReverse_mul {V : Matrix n n ℂ} (hV : V ∈ unitaryGroup n ℂ) (A B : Matrix n n ℂ) :
    timeReverse V (A * B) = timeReverse V A * timeReverse V B := by
  have h : Vᴴ * V = 1 := mem_unitaryGroup_iff'.mp hV
  unfold timeReverse
  rw [Matrix.map_mul]
  simp only [mul_assoc]
  rw [← mul_assoc Vᴴ V, h, one_mul]
```

A Lean theorem lists its hypotheses in brackets, states its conclusion after the colon, and gives the proof after `:= by`. Here `hV` says that $V$ is unitary, and the conclusion is $\Theta(AB)=\Theta(A)\Theta(B)$. By hand, insert $V^\dagger V=1$:
$$V\bar A\bar BV^\dagger=V\bar A\,(V^\dagger V)\,\bar BV^\dagger .$$
The Lean proof first splits the conjugate of the product on the left-hand side with `Matrix.map_mul`. On the right-hand side it then brings `Vᴴ` and `V` together by moving brackets, and replaces them by 1.

```lean
/-- A matrix that acts within sites commutes with every position operator. -/
theorem position_comm {site : n → S} {V : Matrix n n ℂ} (hs : WithinSites site V) (x : S → ℝ) :
    V * position site x = position site x * V := by
  ext i j
  rw [position, mul_diagonal, diagonal_mul]
  by_cases h : site i = site j
  · rw [h, mul_comm]
  · rw [hs i j h, zero_mul, mul_zero]
```

The claim is $VX=XV$. Its elements are
$$(VX)_{ij}=V_{ij}\,x(\mathrm{site}(j)),\qquad (XV)_{ij}=x(\mathrm{site}(i))\,V_{ij}.$$
If the two sites agree, so do the expressions; if they differ, $V_{ij}=0$ and both vanish. The command `by_cases` makes this split.

```lean
/-- Position operators are unchanged by time reversal when `V` is unitary and acts within sites. -/
theorem timeReverse_position {site : n → S} {V : Matrix n n ℂ} (hV : V ∈ unitaryGroup n ℂ)
    (hs : WithinSites site V) (x : S → ℝ) :
    timeReverse V (position site x) = position site x := by
  have h : V * Vᴴ = 1 := mem_unitaryGroup_iff.mp hV
  have hr : (position site x).map (starRingEnd ℂ) = position site x := by
    ext i j
    by_cases hij : i = j
    · subst hij
      simp [position]
    · simp [position, hij]
  rw [timeReverse, hr, position_comm hs, mul_assoc, h, mul_one]
```

Since $X$ is real, $\bar X=X$, which is the step `hr`. Then
$$\Theta(X)=VXV^\dagger=XVV^\dagger=X .$$
The last line of the proof performs these replacements in this order.

## Site sums become complex conjugates

```lean
/-- For `V` unitary and acting within sites, time reversal turns the site-summed diagonal of any
operator into its complex conjugate. -/
theorem siteSum_timeReverse {site : n → S} {V : Matrix n n ℂ} (hV : V ∈ unitaryGroup n ℂ)
    (hs : WithinSites site V) (r : S) (A : Matrix n n ℂ) :
    siteSum site r (timeReverse V A) = starRingEnd ℂ (siteSum site r A) := by
  have h : Vᴴ * V = 1 := mem_unitaryGroup_iff'.mp hV
  -- the site sum is a trace against the projector onto the site
  have key : ∀ B : Matrix n n ℂ, siteSum site r B =
      trace (position site (fun s => if s = r then 1 else 0) * B) := by
    intro B
    simp only [siteSum, position, trace, diag_apply, diagonal_mul, Finset.sum_filter]
    refine Finset.sum_congr rfl fun i _ => ?_
    split_ifs <;> simp
  have hc : siteSum site r (A.map (starRingEnd ℂ)) = starRingEnd ℂ (siteSum site r A) := by
    simp [siteSum, map_sum]
  rw [← hc, key, key, timeReverse, ← mul_assoc, ← mul_assoc, ← position_comm hs,
    trace_mul_comm, ← mul_assoc, ← mul_assoc, h, one_mul]
```

The statement is $S_r(\Theta(A))=\overline{S_r(A)}$ for every matrix $A$. Let $\Pi_r$ be the projector onto site $r$, so that $S_r(B)=\mathrm{tr}(\Pi_rB)$; this is `key`. The projector is itself a position operator, with coordinate 1 on site $r$ and 0 elsewhere, so it commutes with $V$. Using this and the cyclicity of the trace,
$$\mathrm{tr}(\Pi_rV\bar AV^\dagger)=\mathrm{tr}(V\Pi_r\bar AV^\dagger)=\mathrm{tr}(V^\dagger V\Pi_r\bar A)=S_r(\bar A)=\overline{S_r(A)} .$$
The final equality is `hc`, and `trace_mul_comm` is the cyclic step.

## The marker changes sign, so an invariant marker is zero

```lean
/-- Time reversal, with `V` unitary and acting within sites, reverses the sign of the local Chern
marker of a Hermitian `P` on every site. -/
theorem chernMarker_timeReverse {site : n → S} {V P : Matrix n n ℂ} (hV : V ∈ unitaryGroup n ℂ)
    (hs : WithinSites site V) (hP : P.IsHermitian) (x y : S → ℝ) (r : S) :
    chernMarker site x y (timeReverse V P) r = -chernMarker site x y P r := by
  set K := projectedCommutator P (position site x) (position site y) with hKdef
  have hsub : ∀ A B : Matrix n n ℂ,
      timeReverse V (A - B) = timeReverse V A - timeReverse V B := by
    intro A B
    have : (A - B).map (starRingEnd ℂ) = A.map (starRingEnd ℂ) - B.map (starRingEnd ℂ) := by
      ext i j
      simp
    rw [timeReverse, this, mul_sub, sub_mul]
    rfl
  have hK : projectedCommutator (timeReverse V P) (position site x) (position site y) =
      timeReverse V K := by
    simp only [hKdef, projectedCommutator, hsub, timeReverse_mul hV, timeReverse_position hV hs]
  -- the commutator is anti-Hermitian, so its site sum is imaginary
  have hh : ∀ z : S → ℝ, (position site z)ᴴ = position site z := by
    intro z
    rw [position, diagonal_conjTranspose]
    congr 1
    ext i
    simp
  have hA : Kᴴ = -K := by
    simp only [hKdef, projectedCommutator, conjTranspose_sub, conjTranspose_mul, hP.eq, hh]
    noncomm_ring
  have hconj : starRingEnd ℂ (siteSum site r K) = -siteSum site r K := by
    have h1 : starRingEnd ℂ (siteSum site r K) = siteSum site r Kᴴ := by
      simp [siteSum, map_sum, conjTranspose_apply]
    rw [h1, hA]
    simp [siteSum]
  rw [chernMarker, chernMarker, hK, ← hKdef, siteSum_timeReverse hV hs, hconj, mul_neg]
```

For every Hermitian $P$, invariant or not, $C_r(\Theta(P))=-C_r(P)$. The argument has three steps.

First, $\Theta$ respects products and differences (`hsub`) and fixes $X$ and $Y$. The commutator built from $\Theta(P)$ is therefore $\Theta(K)$, which is `hK`.

Second, $P$, $X$ and $Y$ are Hermitian, so
$$K^\dagger=(PYP)(PXP)-(PXP)(PYP)=-K .$$
This is `hA`, with `noncomm_ring` doing the algebra of non-commuting factors. Taking site sums gives $\overline{S_r(K)}=S_r(K^\dagger)=-S_r(K)$, which is `hconj`.

Third, the previous theorem combines these facts:
$$C_r(\Theta(P))=2\pi i\,S_r(\Theta(K))=2\pi i\,\overline{S_r(K)}=-2\pi i\,S_r(K)=-C_r(P).$$

```lean
/-- If a Hermitian `P` satisfies `P = V conj(P) V†` with `V` unitary and acting within sites, its
local Chern marker vanishes on every site. -/
theorem chernMarker_eq_zero {site : n → S} {V P : Matrix n n ℂ} (hV : V ∈ unitaryGroup n ℂ)
    (hs : WithinSites site V) (hP : P.IsHermitian) (hT : P = timeReverse V P)
    (x y : S → ℝ) (r : S) : chernMarker site x y P r = 0 := by
  have h := chernMarker_timeReverse hV hs hP x y r
  rw [← hT] at h
  exact self_eq_neg.mp h
```

This is the main result. The hypotheses are that $V$ is unitary (`hV`) and acts within sites (`hs`), that $P$ is Hermitian (`hP`), and that $P=V\bar PV^\dagger$ (`hT`). The conclusion holds for all real coordinates `x`, `y` and every site `r`. Replacing $\Theta(P)$ by $P$ in the sign rule gives $C_r(P)=-C_r(P)$, hence $C_r(P)=0$; `self_eq_neg` is this last inference.

The condition $P^2=P$ does not appear, so orthogonal projectors are a special case. The symmetry of $P$ is assumed and not derived from a Hamiltonian. Physically, it stands for a set of occupied states that time reversal maps to itself.

For simulations of finite, non-interacting lattice models with site-diagonal positions, this gives a check on a computed marker map: a genuinely nonzero value on any site means that $P$ lacks the symmetry.

## A complex projector that meets the hypotheses

```lean
/-- A sign change of the orbital on the second of two sites. -/
def signV : Matrix (Fin 2) (Fin 2) ℂ := !![1, 0; 0, -1]
```

This is $V=\mathrm{diag}(1,-1)$ on two sites with one orbital each.

```lean
/-- A two-site matrix with imaginary off-diagonal elements. -/
def bondP : Matrix (Fin 2) (Fin 2) ℂ :=
  !![1/2, -(1/2 * Complex.I); 1/2 * Complex.I, 1/2]
```

This is
$$P=\frac12\begin{pmatrix}1&-i\\ i&1\end{pmatrix}=vv^\dagger,\qquad v=\frac1{\sqrt2}\begin{pmatrix}1\\ i\end{pmatrix}.$$

```lean
/-- The matrix `signV` is unitary and acts within sites, and `bondP` is an orthogonal projector
invariant under the time reversal it defines. -/
theorem chernMarker_eq_zero_witness :
    signV ∈ unitaryGroup (Fin 2) ℂ ∧ WithinSites (id : Fin 2 → Fin 2) signV ∧
    bondP.IsHermitian ∧ bondP * bondP = bondP ∧ bondP = timeReverse signV bondP := by
  refine ⟨?_, ?_, ?_, ?_, ?_⟩
  · rw [mem_unitaryGroup_iff, star_eq_conjTranspose]
    ext i j
    fin_cases i <;> fin_cases j <;> simp [signV, Matrix.mul_apply, Fin.sum_univ_two]
  · intro i j
    fin_cases i <;> fin_cases j <;> simp [signV]
  · ext i j
    fin_cases i <;> fin_cases j <;> simp [bondP]
  · ext i j
    fin_cases i <;> fin_cases j <;>
      simp [bondP, Matrix.mul_apply, Fin.sum_univ_two, Complex.ext_iff] <;> norm_num
  · ext i j
    simp only [timeReverse, Matrix.mul_apply, Matrix.map_apply, conjTranspose_apply,
      Fin.sum_univ_two]
    fin_cases i <;> fin_cases j <;> simp [signV, bondP, Complex.ext_iff]
```

The symbol `∧` means "and", so the theorem makes five claims. By hand, $VV^\dagger=1$, and $V$ is diagonal, so it acts within sites. Since $v$ is normalised, $vv^\dagger$ is Hermitian and idempotent. Finally, conjugation turns $v$ into $(1,-i)/\sqrt2$ and $V$ turns that back into $v$, so $V\bar PV^\dagger=P$. Lean checks the matrices element by element, with `fin_cases` listing the index values.

The example shows that an invariant $P$ need not be real. It does not test the marker itself: $P$ has rank one, so $PXP$ and $PYP$ are both multiples of $P$ and commute in any case.

## A four-site projector with marker $8\pi/27$

```lean
/-- A four-by-four matrix with imaginary elements on its antidiagonal and real elements elsewhere.
-/
def fluxP : Matrix (Fin 4) (Fin 4) ℂ :=
  !![1/2, 1/3, 1/6, -(1/3 * Complex.I);
     1/3, 1/2, -(1/3 * Complex.I), 1/6;
     1/6, 1/3 * Complex.I, 1/2, -(1/3);
     1/3 * Complex.I, 1/6, -(1/3), 1/2]
```

There are four sites, numbered 0 to 3 as in Lean, with one orbital each. Write the matrix as $F=G/6$ with
$$G=\begin{pmatrix}3&2&1&-2i\\2&3&-2i&1\\1&2i&3&-2\\2i&1&-2&3\end{pmatrix}.$$

```lean
/-- The matrix `fluxP` is an orthogonal projector. With its four sites placed in order at `(1, 1)`,
`(1, -1)`, `(-1, 1)` and `(-1, -1)`, its local Chern marker on the first site is `8π/27`. -/
theorem chernMarker_fluxP :
    fluxP.IsHermitian ∧ fluxP * fluxP = fluxP ∧
    chernMarker (id : Fin 4 → Fin 4) ![1, 1, -1, -1] ![1, -1, 1, -1] fluxP 0 =
      8 * Real.pi / 27 := by
  refine ⟨?_, ?_, ?_⟩
  · ext i j
    fin_cases i <;> fin_cases j <;> simp [fluxP]
  · ext i j
    fin_cases i <;> fin_cases j <;>
      simp [fluxP, Matrix.mul_apply, Fin.sum_univ_four, Complex.ext_iff] <;> norm_num
  · have hsum : ∀ A : Matrix (Fin 4) (Fin 4) ℂ, siteSum id 0 A = A 0 0 := by
      intro A
      simp [siteSum, Finset.sum_filter]
    -- the diagonal element of the commutator on the first corner
    have h : projectedCommutator fluxP (position id ![1, 1, -1, -1])
        (position id ![1, -1, 1, -1]) 0 0 = -(4 / 27 * Complex.I) := by
      simp only [projectedCommutator, position, Matrix.sub_apply, Matrix.mul_apply,
        Matrix.diagonal_apply, Fin.sum_univ_four]
      simp [fluxP, Complex.ext_iff]
      norm_num
    rw [chernMarker, hsum, h]
    linear_combination (-(8 * Real.pi / 27) : ℂ) * Complex.I_sq

end

end TimeReversalChernMarker
```

The coordinates are $x=(1,1,-1,-1)$ and $y=(1,-1,1,-1)$, the corners of a square. The theorem says that $F$ is an orthogonal projector and that its marker on site 0 is $8\pi/27$.

Hermiticity is visible from the matrix. For idempotency we need $G^2=6G$. Each diagonal element of $G^2$ is $9+4+1+4=18$. Above the diagonal, the elements $(0,1)$, $(0,2)$, $(0,3)$, $(1,2)$, $(1,3)$, $(2,3)$ are $12,\,6,\,-12i,\,-12i,\,6,\,-12$, which are six times those of $G$. Hermiticity supplies the rest.

For the marker, set $M=FXF$ and $N=FYF$. Multiplying row 0 of $F$ by the coordinates and then by $F$ gives
$$M_{0\cdot}=\tfrac19(2,\,3,\,-2i,\,1),\qquad N_{0\cdot}=\tfrac1{18}(1,\,2i,\,3,\,-2).$$
Both matrices are Hermitian, so
$$\sum_kM_{0k}N_{k0}=\sum_kM_{0k}\overline{N_{0k}}=\frac{2-6i-6i-2}{162}=-\frac{2i}{27}.$$
The other product in the commutator contributes the complex conjugate, $+2i/27$, and is subtracted. Hence
$$K_{00}=-\frac{4i}{27},\qquad C_0=2\pi i\left(-\frac{4i}{27}\right)=\frac{8\pi}{27}.$$
In Lean, `hsum` reduces the site sum to one element, `h` is the value of $K_{00}$, and the last line uses $i^2=-1$.

Being an orthogonal projector is therefore not enough for a zero marker. Read together with the main result, the example also shows that no unitary acting within these four sites makes $F$ time-reversal invariant: the phases of its matrix elements cannot be removed by rephasing the orbitals.

```lean
#print axioms TimeReversalChernMarker.chernMarker_timeReverse
#print axioms TimeReversalChernMarker.chernMarker_eq_zero
#print axioms TimeReversalChernMarker.chernMarker_fluxP
```

```
'TimeReversalChernMarker.chernMarker_timeReverse' depends on axioms: [propext, Classical.choice, Quot.sound]
'TimeReversalChernMarker.chernMarker_eq_zero' depends on axioms: [propext, Classical.choice, Quot.sound]
'TimeReversalChernMarker.chernMarker_fluxP' depends on axioms: [propext, Classical.choice, Quot.sound]
```
